# Exact contraction rate of a ground-state iteration for a finite plane-wave Hamiltonian

If the step $x\mapsto x-\tau(H-e_1)x$ is too long, high-energy components grow at every iteration and swamp the ground state. The cure studied here is $\tau=1/W$, where $W$ is the spread of the energy levels.

Let $B$ be a finite set of reciprocal vectors in an abelian group `Γ`, with real kinetic energies $t(G)$ and finitely many nonzero Fourier coefficients $V(G)$. For $G\in B$,
$$(Hx)(G)=t(G)x(G)+\sum_{G'\in B}V(G-G')x(G'),\qquad m=\sum_{Q\in\Gamma}|V(Q)|.$$
This $H$ is linear and fixed, with a local potential and no self-consistent update.

```lean
import Mathlib

open ComplexConjugate

namespace PlaneWaveGroundStateIteration

noncomputable section

variable {Γ : Type*} [AddCommGroup Γ]
variable {E : Type*} [NormedAddCommGroup E] [InnerProductSpace ℂ E]

/-- The plane-wave Hamiltonian on the basis `B`: a diagonal kinetic term `t G` plus the Fourier
coefficient `V (G - G')` coupling the waves `G` and `G'`. -/
def hamiltonian (B : Finset Γ) (t : Γ → ℝ) (V : Γ →₀ ℂ) :
    EuclideanSpace ℂ B →ₗ[ℂ] EuclideanSpace ℂ B where
  toFun x := WithLp.toLp 2 fun G : B =>
    (t G : ℂ) * x G + ∑ K : B, V ((G : Γ) - K) * x K
  map_add' x y := by
    ext G
    simp only [PiLp.add_apply, mul_add, Finset.sum_add_distrib]
    ring
  map_smul' c x := by
    ext G
    simp only [PiLp.smul_apply, smul_eq_mul, RingHom.id_apply, mul_add, Finset.mul_sum]
    congr 1
    · ring
    · exact Finset.sum_congr rfl fun K _ => by ring

/-- The sum `m` of the absolute values of the Fourier coefficients of the potential. -/
def potentialSum (V : Γ →₀ ℂ) : ℝ := ∑ G ∈ V.support, ‖V G‖
```

`levels` collects the real eigenvalues of an operator $T$. `HasLevels` assumes a lowest level $e_1$, a next distinct level $e_2$ and a highest level $e_M$; degeneracy is allowed, but a single-level spectrum is excluded. `step` is $Sx=x-(T-e_1)x/W$, and `excited` is the orthogonal complement of the $e_1$ eigenspace.

```lean
/-- The real energy levels (eigenvalues) of an operator. -/
def levels (T : E →ₗ[ℂ] E) : Set ℝ := {e | ∃ x, x ≠ 0 ∧ T x = (e : ℂ) • x}

/-- `e1` is the lowest level, `e2` the next distinct level and `eM` the highest level. -/
structure HasLevels (T : E →ₗ[ℂ] E) (e1 e2 eM : ℝ) : Prop where
  ground : IsLeast (levels T) e1
  next : IsLeast {e | e ∈ levels T ∧ e1 < e} e2
  top : IsGreatest (levels T) eM

/-- The iteration step `x - (T - e1) x / W`. -/
def step (T : E →ₗ[ℂ] E) (e1 W : ℝ) : E →ₗ[ℂ] E :=
  LinearMap.id - ((W⁻¹ : ℝ) : ℂ) • (T - (e1 : ℂ) • LinearMap.id)

/-- The orthogonal complement of the eigenspace of energy `e1`. -/
def excited (T : E →ₗ[ℂ] E) (e1 : ℝ) : Submodule ℂ E :=
  (Module.End.eigenspace T (e1 : ℂ))ᗮ
```

**(a)** Let $V(-G)=\overline{V(G)}$, which says that the potential is real in position space. Show that
$$\langle Hx,y\rangle=\langle x,Hy\rangle.$$

The kinetic part is real and diagonal. In the potential part, $\overline{V(G-G')}=V(G'-G)$; exchanging the two sums (`Finset.sum_comm`) gives the right-hand side.

```lean
/-- A potential with `V (-G) = conj (V G)` gives a Hermitian Hamiltonian. -/
theorem hamiltonian_symmetric (B : Finset Γ) (t : Γ → ℝ) (V : Γ →₀ ℂ)
    (hV : ∀ G, V (-G) = conj (V G)) : (hamiltonian B t V).IsSymmetric := by
  intro x y
  simp only [hamiltonian, LinearMap.coe_mk, AddHom.coe_mk, PiLp.inner_apply,
    RCLike.inner_apply, map_add, map_mul, map_sum, Complex.conj_ofReal, mul_add, add_mul,
    Finset.sum_add_distrib, Finset.mul_sum, Finset.sum_mul]
  congr 1
  · exact Finset.sum_congr rfl fun G _ => by ring
  · rw [Finset.sum_comm]
    refine Finset.sum_congr rfl fun G _ => Finset.sum_congr rfl fun K _ => ?_
    have h : V ((G : Γ) - K) = conj (V ((K : Γ) - G)) := by rw [← hV, neg_sub]
    rw [h]
    ring
```

**(b)** Bound the couplings of one wave:
$$\sum_{G'\in B}|V(G-G')|\le m.$$

For fixed $G$ the differences $G-G'$ are distinct, so each coefficient occurs at most once. Lean sums over their image `S`, then enlarges it by the support of $V$.

```lean
/-- The absolute values of the couplings of one plane wave to the basis add up to at most `m`. -/
theorem coupling_sum_le (B : Finset Γ) (V : Γ →₀ ℂ) (G : Γ) :
    ∑ K : B, ‖V (G - K)‖ ≤ potentialSum V := by
  classical
  let S : Finset Γ := Finset.univ.image fun K : B => G - (K : Γ)
  calc ∑ K : B, ‖V (G - K)‖ = ∑ Q ∈ S, ‖V Q‖ := by
        symm
        change ∑ Q ∈ Finset.univ.image (fun K : B => G - (K : Γ)), ‖V Q‖ = _
        rw [Finset.sum_image]
        intro a _ b _ h
        have h' : G - (a : Γ) = G - b := h
        exact Subtype.ext (sub_right_inj.mp h')
    _ ≤ ∑ Q ∈ S ∪ V.support, ‖V Q‖ :=
        Finset.sum_le_sum_of_subset_of_nonneg Finset.subset_union_left
          fun _ _ _ => norm_nonneg _
    _ = potentialSum V := (Finset.sum_subset Finset.subset_union_right
          fun Q _ hQ => by simp [Finsupp.notMem_support_iff.mp hQ]).symm
```

**(c)** Let $0\le t(G)\le E_{\rm cut}$ on $B$. Show that every level satisfies
$$-m\le e\le E_{\rm cut}+m.$$

Let $Hx=ex$ with $x\ne0$, and let $x(G)$ be the largest component in modulus. Then
$$|e-t(G)|\,|x(G)|=\Big|\sum_{G'}V(G-G')x(G')\Big|\le m|x(G)|$$
by (b). Divide by $|x(G)|>0$ and use the bounds on $t(G)$.

```lean
/-- With kinetic energies between `0` and `Ecut`, every level lies in `[-m, Ecut + m]`. -/
theorem levels_bounded (B : Finset Γ) (t : Γ → ℝ) (V : Γ →₀ ℂ) (Ecut : ℝ)
    (ht : ∀ G ∈ B, 0 ≤ t G ∧ t G ≤ Ecut) :
    levels (hamiltonian B t V) ⊆ Set.Icc (-potentialSum V) (Ecut + potentialSum V) := by
  rintro e ⟨x, hx, hxe⟩
  obtain ⟨K, hK⟩ : ∃ K, x K ≠ 0 := by
    by_contra h
    push Not at h
    exact hx (by ext K; simpa using h K)
  have : Nonempty B := ⟨K⟩
  -- look at the eigenvalue equation at the largest component
  obtain ⟨G, hG⟩ := Finite.exists_max fun K : B => ‖x K‖
  have hpos : 0 < ‖x G‖ := (norm_pos_iff.mpr hK).trans_le (hG K)
  have heq : ((e - t G : ℝ) : ℂ) * x G = ∑ K : B, V ((G : Γ) - K) * x K := by
    have h : (t G : ℂ) * x G + ∑ K : B, V ((G : Γ) - K) * x K = (e : ℂ) * x G :=
      congrArg (fun y : EuclideanSpace ℂ B => y G) hxe
    push_cast
    linear_combination -h
  have hle : |e - t G| * ‖x G‖ ≤ potentialSum V * ‖x G‖ := by
    calc |e - t G| * ‖x G‖ = ‖∑ K : B, V ((G : Γ) - K) * x K‖ := by
          rw [← heq, norm_mul, Complex.norm_real, Real.norm_eq_abs]
      _ ≤ ∑ K : B, ‖V ((G : Γ) - K)‖ * ‖x G‖ := norm_sum_le_of_le _ fun K _ => by
          rw [norm_mul]
          exact mul_le_mul_of_nonneg_left (hG K) (norm_nonneg _)
      _ = (∑ K : B, ‖V ((G : Γ) - K)‖) * ‖x G‖ := (Finset.sum_mul _ _ _).symm
      _ ≤ _ := mul_le_mul_of_nonneg_right (coupling_sum_le B V G) (norm_nonneg _)
  have h := abs_le.mp (le_of_mul_le_mul_right hle hpos)
  have ht' := ht G G.2
  constructor <;> linarith [h.1, h.2, ht'.1, ht'.2]
```

**(d)** For $W\ne0$, find the fixed vectors:
$$Sx=x\iff Tx=e_1x.$$

This follows from $Sx-x=-(T-e_1)x/W$.

```lean
/-- The vectors left unchanged by the step are exactly those with `T x = e1 x`. -/
theorem step_fixed_iff (T : E →ₗ[ℂ] E) (e1 : ℝ) {W : ℝ} (hW : W ≠ 0) (x : E) :
    step T e1 W x = x ↔ T x = (e1 : ℂ) • x := by
  have hc : ((W⁻¹ : ℝ) : ℂ) ≠ 0 := Complex.ofReal_ne_zero.mpr (inv_ne_zero hW)
  change x - ((W⁻¹ : ℝ) : ℂ) • (T x - (e1 : ℂ) • x) = x ↔ _
  rw [sub_eq_self, smul_eq_zero, or_iff_right hc, sub_eq_zero]
```

**(e)** For Hermitian $T$, show that $S$ preserves the complement:
$$\langle u,x\rangle=0\ \text{for all } u \text{ with } Tu=e_1u\ \Rightarrow\ \langle u,Sx\rangle=0\ \text{for all such } u.$$

Moving $T$ onto $u$ gives $\langle u,(T-e_1)x\rangle=\langle (T-e_1)u,x\rangle=0$.

```lean
/-- For a Hermitian operator the step maps the complement of the eigenspace of `e1` into itself. -/
theorem step_mem_excited {T : E →ₗ[ℂ] E} (hT : T.IsSymmetric) (e1 W : ℝ) {x : E}
    (hx : x ∈ excited T e1) : step T e1 W x ∈ excited T e1 := by
  refine (Submodule.mem_orthogonal _ _).mpr fun u hu => ?_
  have h0 : inner ℂ u x = 0 := (Submodule.mem_orthogonal _ _).mp hx u hu
  change inner ℂ u (x - ((W⁻¹ : ℝ) : ℂ) • (T x - (e1 : ℂ) • x)) = 0
  rw [inner_sub_right, inner_smul_right, inner_sub_right, inner_smul_right, ← hT u x,
    Module.End.mem_eigenspace_iff.mp hu, inner_smul_left, h0]
  simp
```

**(f)** Let $T$ be Hermitian in finite dimension and $W=e_M-e_1$. Show that the least $c$ with $\|Sx\|\le c\|x\|$ on the complement is
$$q=1-\frac{e_2-e_1}{e_M-e_1}.$$

In an orthonormal eigenbasis with levels $l_i$, $S$ multiplies coefficient $i$ by $1-(l_i-e_1)/W$ (`hin`). On the complement, coefficients with $l_i=e_1$ vanish. The others have $e_2\le l_i\le e_M$, hence factors in $[0,q]$; summing squares gives the bound. An eigenvector of $e_2$ lies in the complement and is multiplied by exactly $q$, so no smaller constant works.

If there are only two distinct levels, $q=0$ and one step removes the whole error.

```lean
/-- On the complement of the ground eigenspace, the smallest constant by which the step
contracts all vectors is `1 - (e2 - e1) / (eM - e1)`. -/
theorem step_contraction_exact [FiniteDimensional ℂ E] {T : E →ₗ[ℂ] E}
    (hT : T.IsSymmetric) {e1 e2 eM : ℝ} (h : HasLevels T e1 e2 eM) :
    IsLeast {c : ℝ | ∀ x ∈ excited T e1, ‖step T e1 (eM - e1) x‖ ≤ c * ‖x‖}
      (1 - (e2 - e1) / (eM - e1)) := by
  have h12 : e1 < e2 := h.next.1.2
  have h2M : e2 ≤ eM := h.top.2 h.next.1.1
  have hW : 0 < eM - e1 := by linarith
  have hq : 0 ≤ 1 - (e2 - e1) / (eM - e1) :=
    sub_nonneg.mpr ((div_le_one hW).mpr (by linarith))
  constructor
  · intro x hx
    -- expand in an orthonormal eigenbasis
    let b := hT.eigenvectorBasis rfl
    let l := hT.eigenvalues rfl
    have hb : ∀ i, T (b i) = ((l i : ℝ) : ℂ) • b i := fun i =>
      hT.apply_eigenvectorBasis rfl i
    have hn : ∀ y : E, ‖y‖ ^ 2 = ∑ i, ‖inner ℂ (b i) y‖ ^ 2 := fun y =>
      (b.sum_sq_norm_inner_right y).symm
    have hin : ∀ i, inner ℂ (b i) (step T e1 (eM - e1) x) =
        ((1 - (l i - e1) / (eM - e1) : ℝ) : ℂ) * inner ℂ (b i) x := by
      intro i
      change inner ℂ (b i) (x - (((eM - e1)⁻¹ : ℝ) : ℂ) • (T x - (e1 : ℂ) • x)) = _
      rw [inner_sub_right, inner_smul_right, inner_sub_right, inner_smul_right,
        ← hT (b i) x, hb, inner_smul_left, Complex.conj_ofReal]
      push_cast
      ring
    refine (le_abs_self _).trans (abs_le_of_sq_le_sq ?_ (mul_nonneg hq (norm_nonneg x)))
    rw [mul_pow, hn (step T e1 (eM - e1) x), hn x, Finset.mul_sum]
    refine Finset.sum_le_sum fun i _ => ?_
    have hl : l i ∈ levels T := ⟨b i, b.orthonormal.ne_zero i, hb i⟩
    rw [hin, norm_mul, mul_pow, Complex.norm_real, Real.norm_eq_abs, sq_abs]
    rcases eq_or_lt_of_le (h.ground.2 hl) with h1 | h1
    · have h0 : inner ℂ (b i) x = 0 := (Submodule.mem_orthogonal _ _).mp hx (b i)
        (Module.End.mem_eigenspace_iff.mpr (by rw [hb, ← h1]))
      simp [h0]
    · have h2 : e2 ≤ l i := h.next.2 ⟨hl, h1⟩
      have h3 : l i ≤ eM := h.top.2 hl
      have h4 : (l i - e1) / (eM - e1) ≤ 1 := (div_le_one hW).mpr (by linarith)
      have h5 : (e2 - e1) / (eM - e1) ≤ (l i - e1) / (eM - e1) :=
        div_le_div_of_nonneg_right (by linarith) hW.le
      exact mul_le_mul_of_nonneg_right
        (pow_le_pow_left₀ (by linarith) (by linarith) 2) (sq_nonneg _)
  · intro c hc
    -- an eigenvector of the next level attains the constant
    obtain ⟨x, hx, hxe⟩ := h.next.1.1
    have hmem : x ∈ excited T e1 := by
      refine (Submodule.mem_orthogonal _ _).mpr fun u hu => ?_
      have hs := hT u x
      rw [Module.End.mem_eigenspace_iff.mp hu, hxe, inner_smul_left, inner_smul_right,
        Complex.conj_ofReal] at hs
      have hz : ((e2 - e1 : ℝ) : ℂ) * inner ℂ u x = 0 := by
        push_cast
        linear_combination -hs
      exact (mul_eq_zero.mp hz).resolve_left
        (Complex.ofReal_ne_zero.mpr (sub_pos.mpr h12).ne')
    have hstep : step T e1 (eM - e1) x =
        ((1 - (e2 - e1) / (eM - e1) : ℝ) : ℂ) • x := by
      change x - (((eM - e1)⁻¹ : ℝ) : ℂ) • (T x - (e1 : ℂ) • x) = _
      rw [hxe, div_eq_mul_inv]
      push_cast
      module
    have hcx := hc x hmem
    rw [hstep, norm_smul, Complex.norm_real, Real.norm_eq_abs, abs_of_nonneg hq] at hcx
    exact le_of_mul_le_mul_right hcx (norm_pos_iff.mpr hx)
```

**(g)** Under the assumptions of (a) and (c), and with `HasLevels`, combine the results for $T=H$:
$$\mathrm{levels}(H)\subseteq[-m,E_{\rm cut}+m],\quad Sx=x\Leftrightarrow Hx=e_1x,\quad c_{\min}=q.$$

Use (c), (d) and (f), with (a) supplying Hermiticity. Here $W>0$ because $e_1<e_2\le e_M$.

```lean
/-- For the plane-wave Hamiltonian all levels lie in `[-m, Ecut + m]`, the step with
`W = eM - e1` fixes exactly the ground eigenspace, and its best contraction constant on the
orthogonal complement is `1 - (e2 - e1) / W`. -/
theorem planeWave_iteration (B : Finset Γ) (t : Γ → ℝ) (V : Γ →₀ ℂ) (Ecut : ℝ)
    (hV : ∀ G, V (-G) = conj (V G)) (ht : ∀ G ∈ B, 0 ≤ t G ∧ t G ≤ Ecut)
    {e1 e2 eM : ℝ} (h : HasLevels (hamiltonian B t V) e1 e2 eM) :
    levels (hamiltonian B t V) ⊆ Set.Icc (-potentialSum V) (Ecut + potentialSum V) ∧
    (∀ x, step (hamiltonian B t V) e1 (eM - e1) x = x ↔
      hamiltonian B t V x = (e1 : ℂ) • x) ∧
    IsLeast {c : ℝ | ∀ x ∈ excited (hamiltonian B t V) e1,
      ‖step (hamiltonian B t V) e1 (eM - e1) x‖ ≤ c * ‖x‖}
      (1 - (e2 - e1) / (eM - e1)) :=
  ⟨levels_bounded B t V Ecut ht,
    step_fixed_iff _ e1 (sub_pos.mpr (h.next.1.2.trans_le (h.top.2 h.next.1.1))).ne',
    step_contraction_exact (hamiltonian_symmetric B t V hV) h⟩
```

**(h)** Start from $g+r$, with $Hg=e_1g$ and $r$ in the complement. Show that
$$\|S^n(g+r)-g\|\le\Big(1-\frac{e_2-e_1}{E_{\rm cut}+2m}\Big)^n\|r\|.$$

By (d) and (e), $g$ stays fixed and the error stays in the complement. By (c), $W\le E_{\rm cut}+2m$, so $q$ is at most the bracket; induction on $n$ finishes. The limit is a ground state only if $g\ne0$.

For this fixed, non-self-consistent Hamiltonian, a higher cutoff at the same gap and $m$ weakens the guaranteed rate. In a code, $Hx$ can be formed with fast Fourier transforms. The exact $e_1$ and $e_M$ used here are then replaced by estimates, such as a Rayleigh quotient for $e_1$, and $x$ is renormalised.

```lean
/-- Starting from `g` in the ground eigenspace plus an error `r` orthogonal to that whole
eigenspace, after `n` steps the distance to `g` is at most `(1 - (e2 - e1) / (Ecut + 2 m)) ^ n`
times the norm of `r`. -/
theorem planeWave_convergence (B : Finset Γ) (t : Γ → ℝ) (V : Γ →₀ ℂ) (Ecut : ℝ)
    (hV : ∀ G, V (-G) = conj (V G)) (ht : ∀ G ∈ B, 0 ≤ t G ∧ t G ≤ Ecut)
    {e1 e2 eM : ℝ} (h : HasLevels (hamiltonian B t V) e1 e2 eM)
    {g r : EuclideanSpace ℂ B} (hg : hamiltonian B t V g = (e1 : ℂ) • g)
    (hr : r ∈ excited (hamiltonian B t V) e1) (n : ℕ) :
    ‖(step (hamiltonian B t V) e1 (eM - e1))^[n] (g + r) - g‖ ≤
      (1 - (e2 - e1) / (Ecut + 2 * potentialSum V)) ^ n * ‖r‖ := by
  obtain ⟨hb, hfix, hcon⟩ := planeWave_iteration B t V Ecut hV ht h
  have h12 : e1 < e2 := h.next.1.2
  have h2M : e2 ≤ eM := h.top.2 h.next.1.1
  have hW : 0 < eM - e1 := by linarith
  have hWle : eM - e1 ≤ Ecut + 2 * potentialSum V := by
    linarith [(hb h.top.1).2, (hb h.ground.1).1]
  have hq : (e2 - e1) / (Ecut + 2 * potentialSum V) ≤ (e2 - e1) / (eM - e1) :=
    div_le_div_of_nonneg_left (by linarith) hW hWle
  have hq1 : (e2 - e1) / (eM - e1) ≤ 1 := (div_le_one hW).mpr (by linarith)
  -- the ground part is kept and the error stays in the complement
  have key : ∃ s ∈ excited (hamiltonian B t V) e1,
      (step (hamiltonian B t V) e1 (eM - e1))^[n] (g + r) = g + s ∧
      ‖s‖ ≤ (1 - (e2 - e1) / (Ecut + 2 * potentialSum V)) ^ n * ‖r‖ := by
    induction n with
    | zero => exact ⟨r, hr, rfl, by simp⟩
    | succ n ih =>
      obtain ⟨s, hs, hs1, hs2⟩ := ih
      refine ⟨_, step_mem_excited (hamiltonian_symmetric B t V hV) e1 (eM - e1) hs, ?_, ?_⟩
      · rw [Function.iterate_succ_apply', hs1, map_add, (hfix g).mpr hg]
      · refine (hcon.1 s hs).trans ?_
        rw [pow_succ', mul_assoc]
        exact mul_le_mul (by linarith) hs2 (norm_nonneg _) (by linarith)
  obtain ⟨s, _, hs1, hs2⟩ := key
  rw [hs1, add_sub_cancel_left]
  exact hs2
```

**(i)** Take $B=\{-1,0,1\}$, $t(G)=G^2$, $V(\pm1)=1$ and all other coefficients zero. Check the assumptions with $E_{\rm cut}=1$ and show that
$$(e_1,e_2,e_M)=(-1,1,2).$$

```lean
/-- The potential with Fourier coefficients `V 1 = V (-1) = 1` and all others zero. -/
def cosineV : ℤ →₀ ℂ := Finsupp.single 1 1 + Finsupp.single (-1) 1
```

$V$ is real and even, and $0\le G^2\le1$. Eliminating components from $Hx=ex$ gives $(e-1)(e-2)(e+1)\,x(-1)=0$, and $x(-1)=0$ forces $x=0$. Normalised eigenvectors, in level order, are $(1,-2,1)/\sqrt6$, $(-1,0,1)/\sqrt2$ and $(1,1,1)/\sqrt3$; Lean uses unnormalised ones (`mem`) and the elimination (`roots`). Here $q=1/3$, while the bracket in (h) is $3/5$.

```lean
/-- The cosine potential satisfies `V (-G) = conj (V G)`, the kinetic energies `G ^ 2` of the waves
`G = -1, 0, 1` lie in `[0, 1]`, and the lowest, next and highest levels of the Hamiltonian on these
waves are `-1`, `1` and `2`. -/
theorem cosine_witness :
    (∀ G, cosineV (-G) = conj (cosineV G)) ∧
    (∀ G ∈ ({-1, 0, 1} : Finset ℤ), 0 ≤ (G : ℝ) ^ 2 ∧ (G : ℝ) ^ 2 ≤ 1) ∧
    HasLevels (hamiltonian {-1, 0, 1} (fun G : ℤ => (G : ℝ) ^ 2) cosineV) (-1) 1 2 := by
  have hsum : ∀ f : ({-1, 0, 1} : Finset ℤ) → ℂ, ∑ j, f j =
      f ⟨-1, by decide⟩ + f ⟨0, by decide⟩ + f ⟨1, by decide⟩ := by
    intro f
    have hu : (Finset.univ : Finset ({-1, 0, 1} : Finset ℤ)) =
        {⟨-1, by decide⟩, ⟨0, by decide⟩, ⟨1, by decide⟩} := by decide
    rw [hu, Finset.sum_insert, Finset.sum_insert, Finset.sum_singleton]
    · ring
    all_goals decide
  have act : ∀ (x : EuclideanSpace ℂ ({-1, 0, 1} : Finset ℤ)) (G : ({-1, 0, 1} : Finset ℤ)),
      hamiltonian {-1, 0, 1} (fun G : ℤ => (G : ℝ) ^ 2) cosineV x G =
      ((((G : ℤ) : ℝ) ^ 2 : ℝ) : ℂ) * x G + (cosineV ((G : ℤ) - (-1)) * x ⟨-1, by decide⟩ +
        cosineV ((G : ℤ) - 0) * x ⟨0, by decide⟩ +
        cosineV ((G : ℤ) - 1) * x ⟨1, by decide⟩) := fun x G =>
    congrArg (fun z => ((((G : ℤ) : ℝ) ^ 2 : ℝ) : ℂ) * x G + z)
      (hsum fun j => cosineV ((G : ℤ) - j) * x j)
  -- a solution of the three component equations with `f 1 = 1` makes `e` a level
  have mem : ∀ (e : ℝ) (f : ℤ → ℂ), f 1 = 1 → f (-1) + f 0 = e * f (-1) →
      f (-1) + f 1 = e * f 0 → f 0 + f 1 = e * f 1 →
      e ∈ levels (hamiltonian {-1, 0, 1} (fun G : ℤ => (G : ℝ) ^ 2) cosineV) := by
    intro e f hf h1 h2 h3
    refine ⟨WithLp.toLp 2 fun G => f G, fun h0 => ?_, ?_⟩
    · have h : f 1 = 0 := congrArg
        (fun y : EuclideanSpace ℂ ({-1, 0, 1} : Finset ℤ) => y ⟨1, by decide⟩) h0
      exact one_ne_zero (hf.symm.trans h)
    · ext ⟨G, hG⟩
      rw [act]
      have hG' : G = -1 ∨ G = 0 ∨ G = 1 := by simpa using hG
      rcases hG' with rfl | rfl | rfl
      · norm_num [cosineV, Finsupp.single_apply]
        linear_combination h1
      · norm_num [cosineV, Finsupp.single_apply]
        linear_combination h2
      · norm_num [cosineV, Finsupp.single_apply]
        linear_combination h3
  -- the characteristic equation leaves no other level
  have roots : ∀ e ∈ levels (hamiltonian {-1, 0, 1} (fun G : ℤ => (G : ℝ) ^ 2) cosineV),
      e = -1 ∨ e = 1 ∨ e = 2 := by
    rintro e ⟨x, hx, hxe⟩
    have comp : ∀ G, hamiltonian {-1, 0, 1} (fun G : ℤ => (G : ℝ) ^ 2) cosineV x G =
        (e : ℂ) * x G := fun G =>
      congrArg (fun y : EuclideanSpace ℂ ({-1, 0, 1} : Finset ℤ) => y G) hxe
    have v0 : cosineV 0 = 0 := by norm_num [cosineV, Finsupp.single_apply]
    have v1 : cosineV 1 = 1 := by norm_num [cosineV, Finsupp.single_apply]
    have v2 : cosineV 2 = 0 := by norm_num [cosineV, Finsupp.single_apply]
    have w1 : cosineV (-1) = 1 := by norm_num [cosineV, Finsupp.single_apply]
    have w2 : cosineV (-2) = 0 := by norm_num [cosineV, Finsupp.single_apply]
    have h1 := (act x ⟨-1, by decide⟩).symm.trans (comp _)
    have h2 := (act x ⟨0, by decide⟩).symm.trans (comp _)
    have h3 := (act x ⟨1, by decide⟩).symm.trans (comp _)
    norm_num only [v0, v1, v2, w1, w2, Int.cast_neg, Int.cast_one, Int.cast_zero,
      Complex.ofReal_one, Complex.ofReal_zero] at h1 h2 h3
    have hp : (((e - 1) * (e - 2) * (e + 1) : ℝ) : ℂ) * x ⟨-1, by decide⟩ = 0 := by
      push_cast
      linear_combination ((e - 1) * (-e) + 1 : ℂ) * h1 - (e - 1 : ℂ) * h2 - h3
    rcases mul_eq_zero.mp hp with h | h
    · rcases mul_eq_zero.mp (Complex.ofReal_eq_zero.mp h) with h | h
      · rcases mul_eq_zero.mp h with h | h
        · exact Or.inr (Or.inl (by linarith))
        · exact Or.inr (Or.inr (by linarith))
      · exact Or.inl (by linarith)
    · have hb : x ⟨0, by decide⟩ = 0 := by linear_combination h1 + (e - 1 : ℂ) * h
      have hc : x ⟨1, by decide⟩ = 0 := by linear_combination h2 + (e : ℂ) * hb - h
      refine (hx ?_).elim
      ext ⟨G, hG⟩
      have hG' : G = -1 ∨ G = 0 ∨ G = 1 := by simpa using hG
      rcases hG' with rfl | rfl | rfl
      · exact h
      · exact hb
      · exact hc
  have m1 := mem (-1) (fun G => 3 * (G : ℂ) ^ 2 - 2) (by norm_num) (by norm_num)
    (by norm_num) (by norm_num)
  have m2 := mem 1 (fun G => (G : ℂ)) (by norm_num) (by norm_num) (by norm_num) (by norm_num)
  have m3 := mem 2 (fun _ => 1) rfl (by norm_num) (by norm_num) (by norm_num)
  refine ⟨fun G => ?_, fun G hG => ?_, ⟨m1, fun e he => ?_⟩, ⟨⟨m2, by norm_num⟩, ?_⟩,
    ⟨m3, fun e he => ?_⟩⟩
  · have e1 : (1 = -G) ↔ (-1 = G) := by omega
    have e2 : (-1 = -G) ↔ (1 = G) := by omega
    simp only [cosineV, Finsupp.add_apply, Finsupp.single_apply, e1, e2, map_add]
    split_ifs <;> simp
  · have hG' : G = -1 ∨ G = 0 ∨ G = 1 := by simpa using hG
    rcases hG' with rfl | rfl | rfl <;> norm_num
  · rcases roots e he with rfl | rfl | rfl <;> norm_num
  · rintro e ⟨he, hlt⟩
    rcases roots e he with rfl | rfl | rfl
    · exact (lt_irrefl _ hlt).elim
    · exact le_refl _
    · norm_num
  · rcases roots e he with rfl | rfl | rfl <;> norm_num

end

end PlaneWaveGroundStateIteration
```

```lean
#print axioms PlaneWaveGroundStateIteration.planeWave_iteration
#print axioms PlaneWaveGroundStateIteration.planeWave_convergence
```

```
'PlaneWaveGroundStateIteration.planeWave_iteration' depends on axioms: [propext, Classical.choice, Quot.sound]
'PlaneWaveGroundStateIteration.planeWave_convergence' depends on axioms: [propext, Classical.choice, Quot.sound]
```
